# Direct and inverse least-squares reference shieldings agree only for zero mean shift or collinear data

## Three points, one zero of the shift scale, two answers

Take three toy data points with chemical shifts $d = 0, 1, 2$ and computed shieldings $s = 2, 0, 1$. I want the reference shielding, that is, the shielding that a fitted line assigns to $d = 0$. Fitting $s$ on $d$ by least squares gives $s = \tfrac32 - \tfrac12 d$, so the reference is $\tfrac32$. Fitting $d$ on $s$ gives $d = \tfrac32 - \tfrac12 s$, which is zero at $s = 3$. The data are the same and both fits are straight lines, yet one reference is twice the other. Is this only because my points scatter so badly? And when would the two procedures agree?

## Both lines pass through the centroid and separate away from it

Scatter is half of the cause. The other half is that your mean shift is 1 and not 0. Both fitted lines pass through the centroid of the data, so they agree there. If the points scatter, the lines have different slopes in the $(d,s)$ plane, and they separate on the way from the centroid to $d = 0$. For data with nonzero covariance, the two references agree exactly when there is no distance between the centroid and $d = 0$ (mean shift zero) or no difference in slope (all points on one line).

### The size of the gap

Let there be $n$ points $(d_i, s_i)$ with means $\bar d$ and $\bar s$, and define
$$C_{ds} = \frac1n\sum_i (d_i-\bar d)(s_i-\bar s),$$
with the variances $C_{dd}$ and $C_{ss}$ defined likewise. Assume $C_{ds}\neq 0$. Then both variances are positive, because if all $d_i$ were equal, or all $s_i$, every term of $C_{ds}$ would vanish.

For a line $s = a + b d$, write each residual about the centroid:
$$s_i - a - b d_i = (s_i-\bar s) - b(d_i-\bar d) + (\bar s - a - b\bar d).$$
Square and average. The last bracket is constant and the deviations sum to zero, so its cross terms drop out, and the mean squared residual is
$$R(a,b) = (\bar s - a - b\bar d)^2 + C_{ss} - 2b\,C_{ds} + b^2 C_{dd}.$$
Completing the square in $b$ gives
$$R(a,b) = (\bar s - a - b\bar d)^2 + C_{dd}\Big(b - \frac{C_{ds}}{C_{dd}}\Big)^2 + C_{ss} - \frac{C_{ds}^2}{C_{dd}}.$$
The minimum is reached exactly when both squares vanish:
$$a + b\bar d = \bar s, \qquad b\,C_{dd} = C_{ds}.$$
From here on $a$ and $b$ denote these values. The direct reference is $a = \bar s - b\bar d$, and the remaining residual is $R = C_{ss} - b\,C_{ds}$.

Exchanging the roles of the variables, the fit $d = a' + c s$ satisfies $a' + c\bar s = \bar d$ and $c\,C_{ss} = C_{ds}$, so $c \neq 0$. The inverse reference $\sigma_0$ solves $a' + c\sigma_0 = 0$. Subtracting the centroid condition gives $c(\sigma_0-\bar s) = -\bar d$, hence
$$\sigma_0 = \bar s - \bar d\,\frac{C_{ss}}{C_{ds}}.$$
The difference of the two references is therefore
$$a - \sigma_0 = \bar d\Big(\frac{C_{ss}}{C_{ds}} - b\Big) = \frac{\bar d\,R}{C_{ds}}.$$

It vanishes exactly when $\bar d = 0$ or $R = 0$. As a mean of squares, $R$ is zero only if every point lies on the fitted line. Conversely, if the points lie on some line $s = A + B d$, that line has zero residual, so the minimum is zero too.

For your data, $\bar d = 1$, $C_{ds} = -\tfrac13$ and $R = \tfrac12$, so $a - \sigma_0 = -\tfrac32$, which is $\tfrac32 - 3$. Two points with nonzero covariance are always collinear, so three is the smallest number that can show a gap.

The sign is also fixed. Shifts normally fall as shieldings rise, so $C_{ds} < 0$. With a positive mean shift and points off any common line, the direct fit then gives the smaller reference.

This bears on how computed shieldings are turned into shifts. If one keeps only the reference and uses $\delta = \sigma_{\text{ref}} - \sigma$, the gap enters every predicted shift as the same offset. If one keeps the fitted slope too, the two lines predict the same shift at $\sigma = \bar s$, and for points off any common line their predictions differ in proportion to $\sigma - \bar s$.

### What the formal statement says

In the Lean file below, the data are functions `d s : ι → ℝ` on a finite nonempty index set `ι`, one index per nucleus or compound. `mean` and `cov` divide by the number of points, and `cov x x` is the variance. `residual x y a b` is the mean squared residual of $y = a + b x$.

`IsLeastSquares x y a b` says that no other line has a smaller residual. The regression formulas are thus consequences of minimality and not part of the definition.

The main theorem, `references_agree_iff`, has four hypotheses:

- `hcov` says that the covariance is nonzero. If it were zero while the shieldings varied, the second fit would predict $\bar d$ for every shielding and would single out no reference.
- `h₁ : IsLeastSquares d s a b` makes `a` the direct reference.
- `h₂ : IsLeastSquares s d a' c` is the fit with the variables exchanged.
- `h₀ : a' + c * σ₀ = 0` defines the inverse reference `σ₀` without a division.

The conclusion is that `a = σ₀` holds if and only if `mean d = 0` or there are `A` and `B` with `s i = A + B * d i` for all `i`. This form leaves out vertical lines, which the nonzero covariance excludes anyway.

Nothing fixes the slope at $-1$, and nothing depends on whether the shieldings are equilibrium values or rovibrational averages. They enter as given numbers. The theorem treats neither weighted fits nor fits that allow for errors in both variables, and it does not say which reference is closer to the true one.

```lean
import Mathlib

open Finset

namespace ReferenceShielding

noncomputable section

variable {ι : Type*} [Fintype ι]

/-- The arithmetic mean of finitely many data values; the index set must be nonempty. -/
def mean (x : ι → ℝ) : ℝ := (∑ i, x i) / (Fintype.card ι : ℝ)

/-- The covariance of two data sets over a nonempty index set; `cov x x` is the variance. -/
def cov (x y : ι → ℝ) : ℝ := mean (fun i => (x i - mean x) * (y i - mean y))

/-- The mean squared residual of the line `y = a + b x` over a nonempty data set. -/
def residual (x y : ι → ℝ) (a b : ℝ) : ℝ := mean (fun i => (y i - a - b * x i) ^ 2)

/-- The line `y = a + b x` is a least-squares fit of `y` on `x`: no other line has a
smaller mean squared residual. -/
def IsLeastSquares (x y : ι → ℝ) (a b : ℝ) : Prop :=
  ∀ a' b', residual x y a b ≤ residual x y a' b'

lemma cov_comm (x y : ι → ℝ) : cov x y = cov y x := by
  unfold cov
  congr 1
  funext i
  ring

lemma residual_nonneg (x y : ι → ℝ) (a b : ℝ) : 0 ≤ residual x y a b := by
  unfold residual mean
  exact div_nonneg (Finset.sum_nonneg fun i _ => sq_nonneg _) (Nat.cast_nonneg _)

variable [Nonempty ι]

lemma card_ne : (Fintype.card ι : ℝ) ≠ 0 := Nat.cast_ne_zero.mpr Fintype.card_ne_zero

lemma sum_dev (x : ι → ℝ) : ∑ i, (x i - mean x) = 0 := by
  have hN := card_ne (ι := ι)
  have h : (Fintype.card ι : ℝ) * mean x = ∑ i, x i := by
    unfold mean
    field_simp
  rw [Finset.sum_sub_distrib, Finset.sum_const, Finset.card_univ, nsmul_eq_mul, h, sub_self]

/-- Data with nonzero covariance have positive variance. -/
theorem variance_pos {x y : ι → ℝ} (h : cov x y ≠ 0) : 0 < cov x x := by
  have hex : ∃ i, x i - mean x ≠ 0 := by
    by_contra hcon
    have hz : ∀ i, x i - mean x = 0 := fun i => by
      by_contra hi
      exact hcon ⟨i, hi⟩
    apply h
    have h0 : (fun i => (x i - mean x) * (y i - mean y)) = fun _ => (0 : ℝ) := by
      funext i
      rw [hz i, zero_mul]
    unfold cov
    rw [h0]
    simp [mean]
  obtain ⟨i, hi⟩ := hex
  have hs : 0 < ∑ j, (x j - mean x) * (x j - mean x) :=
    Finset.sum_pos' (fun j _ => mul_self_nonneg _) ⟨i, Finset.mem_univ i, mul_self_pos.mpr hi⟩
  exact div_pos hs (Nat.cast_pos.mpr Fintype.card_pos)

/-- The mean squared residual is the squared offset of the line at the centroid plus a
quadratic function of its slope, with variances and covariance as coefficients. -/
theorem residual_eq (x y : ι → ℝ) (a b : ℝ) :
    residual x y a b = (mean y - a - b * mean x) ^ 2
      + cov y y - 2 * b * cov x y + b ^ 2 * cov x x := by
  have hN := card_ne (ι := ι)
  have hc : (Fintype.card ι : ℝ) * (mean y - a - b * mean x) ^ 2
      = ∑ _i : ι, (mean y - a - b * mean x) ^ 2 := by
    rw [Finset.sum_const, Finset.card_univ, nsmul_eq_mul]
  -- expand each residual about the centroid
  have key : ∑ i, (y i - a - b * x i) ^ 2
      = ∑ i, (y i - mean y) * (y i - mean y)
        - 2 * b * ∑ i, (x i - mean x) * (y i - mean y)
        + b ^ 2 * ∑ i, (x i - mean x) * (x i - mean x)
        + 2 * (mean y - a - b * mean x) * ∑ i, (y i - mean y)
        - 2 * (mean y - a - b * mean x) * b * ∑ i, (x i - mean x)
        + (Fintype.card ι : ℝ) * (mean y - a - b * mean x) ^ 2 := by
    rw [hc]
    simp only [Finset.mul_sum, ← Finset.sum_add_distrib, ← Finset.sum_sub_distrib]
    apply Finset.sum_congr rfl
    intro i _
    ring
  have hN1 : (Fintype.card ι : ℝ) * (mean y - a - b * mean x) ^ 2 / (Fintype.card ι : ℝ)
      = (mean y - a - b * mean x) ^ 2 := mul_div_cancel_left₀ _ hN
  -- the terms linear in the deviations vanish
  rw [sum_dev, sum_dev] at key
  change (∑ i, (y i - a - b * x i) ^ 2) / (Fintype.card ι : ℝ)
    = (mean y - a - b * mean x) ^ 2
      + (∑ i, (y i - mean y) * (y i - mean y)) / (Fintype.card ι : ℝ)
      - 2 * b * ((∑ i, (x i - mean x) * (y i - mean y)) / (Fintype.card ι : ℝ))
      + b ^ 2 * ((∑ i, (x i - mean x) * (x i - mean x)) / (Fintype.card ι : ℝ))
  rw [key]
  linear_combination hN1

/-- Normal equations: if `x` has positive variance, a line is a least-squares fit exactly
when it passes through the centroid and its slope times the variance is the covariance. -/
theorem isLeastSquares_iff {x y : ι → ℝ} (hx : 0 < cov x x) (a b : ℝ) :
    IsLeastSquares x y a b ↔ a + b * mean x = mean y ∧ b * cov x x = cov x y := by
  constructor
  · intro h
    obtain ⟨β, hβ⟩ : ∃ β, β * cov x x = cov x y :=
      ⟨cov x y / cov x x, div_mul_cancel₀ _ hx.ne'⟩
    -- compare with the line that solves the normal equations
    have h1 := h (mean y - β * mean x) β
    rw [residual_eq, residual_eq, ← hβ] at h1
    have h2 : (mean y - a - b * mean x) ^ 2 + cov x x * (b - β) ^ 2 ≤ 0 := by
      nlinarith [h1]
    have h3 := sq_nonneg (mean y - a - b * mean x)
    have h4 := mul_nonneg hx.le (sq_nonneg (b - β))
    have h5 : mean y - a - b * mean x = 0 :=
      pow_eq_zero_iff (two_ne_zero) |>.mp (le_antisymm (by linarith) h3)
    have h6 : cov x x * (b - β) ^ 2 = 0 := le_antisymm (by linarith) h4
    have h7 : b - β = 0 :=
      pow_eq_zero_iff (two_ne_zero) |>.mp ((mul_eq_zero.mp h6).resolve_left hx.ne')
    exact ⟨by linarith, by linear_combination cov x x * h7 + hβ⟩
  · rintro ⟨ha, hb⟩ a' b'
    have h0 : mean y - a - b * mean x = 0 := by linarith
    rw [residual_eq, residual_eq, h0, ← hb]
    nlinarith [sq_nonneg (mean y - a' - b' * mean x),
      mul_nonneg hx.le (sq_nonneg (b' - b))]

/-- The residual of a least-squares fit vanishes exactly when all points lie on one line
`y = A + B x`. -/
theorem residual_eq_zero_iff {x y : ι → ℝ} {a b : ℝ} (h : IsLeastSquares x y a b) :
    residual x y a b = 0 ↔ ∃ A B : ℝ, ∀ i, y i = A + B * x i := by
  constructor
  · intro h0
    unfold residual mean at h0
    have hs := (div_eq_zero_iff.mp h0).resolve_right card_ne
    rw [Finset.sum_eq_zero_iff_of_nonneg (fun i _ => sq_nonneg _)] at hs
    refine ⟨a, b, fun i => ?_⟩
    have hi := pow_eq_zero_iff (two_ne_zero) |>.mp (hs i (Finset.mem_univ i))
    linarith
  · rintro ⟨A, B, hAB⟩
    have h0 : residual x y A B = 0 := by
      have hf : (fun i => (y i - A - B * x i) ^ 2) = fun _ => (0 : ℝ) := by
        funext i
        rw [hAB i]
        ring
      unfold residual
      rw [hf]
      simp [mean]
    exact le_antisymm (h0 ▸ h A B) (residual_nonneg x y a b)

/-- Gap formula: for nonzero covariance, the direct reference shielding `a` minus the
inverse one `σ₀`, times the covariance, is the mean shift times the direct fit's residual. -/
theorem reference_gap {d s : ι → ℝ} {a b a' c σ₀ : ℝ} (hcov : cov d s ≠ 0)
    (h₁ : IsLeastSquares d s a b) (h₂ : IsLeastSquares s d a' c) (h₀ : a' + c * σ₀ = 0) :
    (a - σ₀) * cov d s = mean d * residual d s a b := by
  have hcov' : cov s d ≠ 0 := by rwa [cov_comm]
  obtain ⟨ha, hb⟩ := (isLeastSquares_iff (variance_pos hcov) a b).mp h₁
  obtain ⟨ha', hc⟩ := (isLeastSquares_iff (variance_pos hcov') a' c).mp h₂
  rw [cov_comm s d] at hc
  -- position of the inverse reference relative to the mean shielding
  have k : cov d s * (σ₀ - mean s) = -mean d * cov s s := by
    linear_combination cov s s * h₀ - cov s s * ha' - (σ₀ - mean s) * hc
  have hR : residual d s a b = cov s s - b * cov d s := by
    rw [residual_eq]
    linear_combination (a + b * mean d - mean s) * ha + b * hb
  rw [hR]
  linear_combination cov d s * ha - k

/-- For shifts `d` and shieldings `s` with nonzero covariance, the reference shieldings at
`d = 0` from the fit of `s` on `d` and from the inverted fit of `d` on `s` agree exactly
when the mean shift is zero or all points are collinear. -/
theorem references_agree_iff {d s : ι → ℝ} {a b a' c σ₀ : ℝ} (hcov : cov d s ≠ 0)
    (h₁ : IsLeastSquares d s a b) (h₂ : IsLeastSquares s d a' c) (h₀ : a' + c * σ₀ = 0) :
    a = σ₀ ↔ mean d = 0 ∨ ∃ A B : ℝ, ∀ i, s i = A + B * d i := by
  rw [← residual_eq_zero_iff h₁, ← mul_eq_zero, ← reference_gap hcov h₁ h₂ h₀,
    mul_eq_zero, sub_eq_zero]
  simp [hcov]

/-- For negative covariance, positive mean shift and points not all on one line, the direct
fit gives a smaller reference shielding than the inverted fit. -/
theorem direct_lt_inverse {d s : ι → ℝ} {a b a' c σ₀ : ℝ} (hcov : cov d s < 0)
    (hd : 0 < mean d) (hline : ¬ ∃ A B : ℝ, ∀ i, s i = A + B * d i)
    (h₁ : IsLeastSquares d s a b) (h₂ : IsLeastSquares s d a' c) (h₀ : a' + c * σ₀ = 0) :
    a < σ₀ := by
  have hR : 0 < residual d s a b :=
    lt_of_le_of_ne (residual_nonneg d s a b)
      (fun h => hline ((residual_eq_zero_iff h₁).mp h.symm))
  have hg := reference_gap hcov.ne h₁ h₂ h₀
  have hp := mul_pos hd hR
  by_contra hlt
  have hn := mul_nonneg (sub_nonneg.mpr (not_lt.mp hlt)) (neg_nonneg.mpr hcov.le)
  linarith

/-- The shifts 0, 1, 2 with shieldings 2, 0, 1 have nonzero covariance and least-squares
lines `s = 3/2 - d/2` and `d = 3/2 - s/2`; the second predicts `d = 0` at `s = 3`. -/
theorem references_witness :
    cov ![(0 : ℝ), 1, 2] ![2, 0, 1] ≠ 0 ∧
    IsLeastSquares ![(0 : ℝ), 1, 2] ![2, 0, 1] (3 / 2) (-1 / 2) ∧
    IsLeastSquares ![(2 : ℝ), 0, 1] ![0, 1, 2] (3 / 2) (-1 / 2) ∧
    (3 / 2 : ℝ) + (-1 / 2) * 3 = 0 := by
  have m1 : mean ![(0 : ℝ), 1, 2] = 1 := by
    norm_num [mean, Fin.sum_univ_succ]
  have m2 : mean ![(2 : ℝ), 0, 1] = 1 := by
    norm_num [mean, Fin.sum_univ_succ]
  have c12 : cov ![(0 : ℝ), 1, 2] ![2, 0, 1] = -1 / 3 := by
    unfold cov
    rw [m1, m2]
    norm_num [mean, Fin.sum_univ_succ]
  have c11 : cov ![(0 : ℝ), 1, 2] ![0, 1, 2] = 2 / 3 := by
    unfold cov
    rw [m1]
    norm_num [mean, Fin.sum_univ_succ]
  have c22 : cov ![(2 : ℝ), 0, 1] ![2, 0, 1] = 2 / 3 := by
    unfold cov
    rw [m2]
    norm_num [mean, Fin.sum_univ_succ]
  refine ⟨by rw [c12]; norm_num, ?_, ?_, by norm_num⟩
  · rw [isLeastSquares_iff (by rw [c11]; norm_num), m1, m2, c11, c12]
    norm_num
  · rw [isLeastSquares_iff (by rw [c22]; norm_num), m1, m2, c22, cov_comm, c12]
    norm_num

end

end ReferenceShielding
```

```lean
#print axioms ReferenceShielding.references_agree_iff
#print axioms ReferenceShielding.direct_lt_inverse
```

```
'ReferenceShielding.references_agree_iff' depends on axioms: [propext, Classical.choice, Quot.sound]
'ReferenceShielding.direct_lt_inverse' depends on axioms: [propext, Classical.choice, Quot.sound]
```

### From the centroid expansion to the equivalence

`sum_dev` states that deviations from the mean sum to zero. `variance_pos` derives a positive variance from nonzero covariance: some deviation must be nonzero, so the sum of squares is positive. With `cov_comm` it serves both fits.

`residual_eq` is the expansion about the centroid. Its step `key` expands the sum term by term with `ring`. Rewriting with `sum_dev` removes the terms linear in the deviations, and `linear_combination` finishes after division by the number of points.

`isLeastSquares_iff` proves that minimisers are exactly the solutions of the normal equations, without calculus. In the forward direction, the given line is compared with the one of slope $\beta = C_{xy}/C_{xx}$ through the centroid. Minimality then gives
$$(\bar y - a - b\bar x)^2 + C_{xx}(b-\beta)^2 \le 0,$$
so both terms vanish. In the reverse direction, `nlinarith` receives the corresponding two nonnegative terms for an arbitrary competing line.

`residual_eq_zero_iff` handles collinearity. A vanishing sum of squares forces each residual to vanish. For the converse, the minimal residual is at most that of the line through all the points, which is zero, and `residual_nonneg` supplies the other inequality.

`reference_gap` is the gap formula multiplied through by the covariance, $(a-\sigma_0)\,C_{ds} = \bar d\,R$. The step `k` locates the inverse reference, $C_{ds}(\sigma_0 - \bar s) = -\bar d\,C_{ss}$, and `hR` gives $R = C_{ss} - b\,C_{ds}$. The last `linear_combination` joins them with the centroid condition of the direct fit.

In `references_agree_iff`, the right-hand side is rewritten as $\bar d\,R = 0$, then by the gap formula as $(a-\sigma_0)\,C_{ds} = 0$. Since the covariance is nonzero, only $a = \sigma_0$ remains.

`direct_lt_inverse` reads the sign from the same formula: $\bar d\,R$ is positive and $C_{ds}$ negative, so $a \ge \sigma_0$ would be a contradiction. Finally, `references_witness` confirms your example by computing the means, variances and covariance and then checking the normal equations for both lines.
